# The variance of a single tight-binding band on a finite periodic lattice is its summed squared intersite hopping

**Question.** Suppose I take the lattice to be a finite abelian group $G$ of translations, and the crystal momenta to be its complex characters $\chi$ instead of points in a continuous Brillouin zone. An orthonormal basis with one orbital per site and hopping amplitudes $t(d)$ then gives the band
$$E(\chi)=\sum_{d\in G}t(d)\,\chi(d).$$
I expect the band to average to the on-site energy $t(0)$, and its mean squared deviation from $t(0)$ to be $\sum_{d\ne0}|t(d)|^2$. A flat band would then mean no hopping at all. Can this be made rigorous and machine-checked?

**Answer.** Yes, and with characters as momenta it holds for any finite periodic lattice, in any dimension.

## From character orthogonality to the sum rules

Write $\langle f\rangle=\frac1N\sum_\chi f(\chi)$, where $N=|G|$ is also the number of characters. If $d=0$, every $\chi(d)$ is 1, so $\langle\chi(d)\rangle=1$. If $d\neq0$, some character $\psi$ has $\psi(d)\ne1$. Multiplication by $\psi$ permutes the characters, so $S=\sum_\chi\chi(d)$ satisfies $S=\psi(d)S$, and hence $S=0$.

Since $\overline{\chi(d)}=\chi(-d)$, each amplitude can be recovered from the band:
$$\langle E\,\overline{\chi(d)}\rangle=\sum_e t(e)\langle\chi(e-d)\rangle=t(d).$$
Setting $d=0$ gives $\langle E\rangle=t(0)$. Expanding the conjugate band gives
$$\langle|E|^2\rangle=\sum_d\overline{t(d)}\,\langle E\,\overline{\chi(d)}\rangle=\sum_d|t(d)|^2.$$
Replacing $t(0)$ by zero turns $E$ into $E-t(0)$, so
$$\langle|E-t(0)|^2\rangle=\sum_{d\neq0}|t(d)|^2.$$

If $E$ is constant, the constant is its mean $t(0)$. The left side vanishes, and so does each non-negative term on the right. Conversely, without intersite hopping, $E(\chi)=t(0)\chi(0)=t(0)$. If $|E-t(0)|\le W$ at every momentum, the left side is at most $W^2$, which bounds the total squared hopping.

For higher moments, expand the power over $n$-step paths $p$:
$$E(\chi)^n=\sum_p\Big(\prod_i t(p_i)\Big)\chi\Big(\sum_i p_i\Big).$$
Averaging keeps the paths with $\sum_i p_i=0$. A step may be zero, in which case it contributes $t(0)$.

## What the Lean statements say

`AddChar G ℂ` is the type of maps $\chi$ with $\chi(a+b)=\chi(a)\chi(b)$ and $\chi(0)=1$. For a ring of $N$ sites these are the Bloch phases $e^{2\pi i kd/N}$. `band` is $E$, `bzMean` is $\langle\cdot\rangle$, and `bandVariance` is the real number $\langle|E-t(0)|^2\rangle$; `band_mean` justifies calling it a variance. The set `univ.erase 0` contains the nonzero displacements.

The amplitudes are arbitrary complex numbers. A Hermitian Hamiltonian adds $t(-d)=\overline{t(d)}$, which makes the band real, but no theorem needs it. The band is defined by its Fourier sum, not derived as the spectrum of a Hamiltonian. The model has one orbital per cell and no interactions; with several orbitals per cell, flat bands can coexist with nonzero hopping.

```lean
import Mathlib

open Finset ComplexConjugate

namespace OneBandSumRules

noncomputable section

variable {G : Type*} [AddCommGroup G] [Fintype G] [DecidableEq G]

/-- The band energy at crystal momentum `χ` for hopping amplitudes `t d` over the
lattice displacements `d`. -/
def band (t : G → ℂ) (χ : AddChar G ℂ) : ℂ := ∑ d, t d * χ d

/-- The average of a function over all crystal momenta of the finite lattice. -/
def bzMean (f : AddChar G ℂ → ℂ) : ℂ :=
  (∑ χ, f χ) / (Fintype.card (AddChar G ℂ) : ℂ)

/-- The mean squared distance of the band from the on-site energy `t 0`. -/
def bandVariance (t : G → ℂ) : ℝ :=
  (∑ χ : AddChar G ℂ, ‖band t χ - t 0‖ ^ 2) / (Fintype.card (AddChar G ℂ) : ℝ)

/-- The Bloch phase of a displacement averages to one for zero displacement and to
zero otherwise. -/
theorem mean_phase (d : G) :
    bzMean (fun χ : AddChar G ℂ => χ d) = if d = 0 then 1 else 0 := by
  have hN : (Fintype.card G : ℂ) ≠ 0 := Nat.cast_ne_zero.mpr Fintype.card_ne_zero
  unfold bzMean
  rw [AddChar.sum_apply_eq_ite, AddChar.card_eq]
  split_ifs
  · exact div_self hN
  · exact zero_div _

omit [DecidableEq G] in
/-- The momentum average of a finite linear combination is the linear combination of
the averages. -/
theorem mean_sum {ι : Type*} [Fintype ι] (c : ι → ℂ) (f : ι → AddChar G ℂ → ℂ) :
    bzMean (fun χ => ∑ i, c i * f i χ) = ∑ i, c i * bzMean (f i) := by
  unfold bzMean
  rw [Finset.sum_comm, Finset.sum_div]
  refine Finset.sum_congr rfl fun i _ => ?_
  rw [← Finset.mul_sum, mul_div_assoc]

/-- Each hopping amplitude is the momentum average of the band times the conjugate
Bloch phase. -/
theorem hopping_from_band (t : G → ℂ) (d : G) :
    bzMean (fun χ => band t χ * conj (χ d)) = t d := by
  have h : ∀ χ : AddChar G ℂ, band t χ * conj (χ d) = ∑ e, t e * χ (e - d) := by
    intro χ
    rw [band, Finset.sum_mul]
    refine Finset.sum_congr rfl fun e _ => ?_
    rw [sub_eq_add_neg, AddChar.map_add_eq_mul, AddChar.map_neg_eq_conj, mul_assoc]
  simp only [h]
  -- only the displacement `e = d` survives the average
  refine (mean_sum t (fun e χ => χ (e - d))).trans ?_
  simp [mean_phase, sub_eq_zero]

/-- First sum rule: the band averages to the on-site energy. -/
theorem band_mean (t : G → ℂ) : bzMean (band t) = t 0 := by
  simpa using hopping_from_band t 0

/-- The mean squared modulus of the band is the sum of the squared moduli of all
amplitudes, the on-site one included. -/
theorem mean_norm_sq (t : G → ℂ) :
    (∑ χ : AddChar G ℂ, ‖band t χ‖ ^ 2) / (Fintype.card (AddChar G ℂ) : ℝ)
      = ∑ d, ‖t d‖ ^ 2 := by
  have h : bzMean (fun χ => band t χ * conj (band t χ)) = ∑ d, t d * conj (t d) := by
    have e : ∀ χ : AddChar G ℂ, band t χ * conj (band t χ)
        = ∑ d, conj (t d) * (band t χ * conj (χ d)) := by
      intro χ
      have hc : conj (band t χ) = ∑ d, conj (t d) * conj (χ d) := by
        simp only [band, map_sum, map_mul]
      rw [hc, Finset.mul_sum]
      exact Finset.sum_congr rfl fun d _ => by ring
    simp only [e]
    -- average term by term and recover each amplitude from the band
    refine (mean_sum (fun d => conj (t d)) (fun d χ => band t χ * conj (χ d))).trans ?_
    refine Finset.sum_congr rfl fun d _ => ?_
    rw [hopping_from_band, mul_comm]
  simp only [bzMean, Complex.mul_conj, Complex.normSq_eq_norm_sq] at h
  exact_mod_cast h

/-- Deleting the on-site term shifts the whole band down by `t 0`. -/
theorem band_without_onsite (t : G → ℂ) (χ : AddChar G ℂ) :
    band (fun d => if d = 0 then 0 else t d) χ = band t χ - t 0 := by
  have h0 : ∑ d, (if d = 0 then t 0 else 0) * χ d = t 0 := by simp
  rw [eq_sub_iff_add_eq]
  rw [← h0]
  unfold band
  rw [← Finset.sum_add_distrib]
  refine Finset.sum_congr rfl fun d _ => ?_
  by_cases hd : d = 0
  · subst hd
    simp
  · simp [hd]

/-- Second sum rule: the mean squared distance of the band from the on-site energy is
the sum of the squared moduli of the hoppings between different sites. -/
theorem band_variance (t : G → ℂ) :
    bandVariance t = ∑ d ∈ univ.erase 0, ‖t d‖ ^ 2 := by
  have h := mean_norm_sq (fun d => if d = 0 then 0 else t d)
  simp only [band_without_onsite] at h
  refine h.trans ?_
  -- the deleted on-site term contributes nothing
  have e : ∑ d ∈ univ.erase (0 : G), ‖if d = 0 then (0 : ℂ) else t d‖ ^ 2
      = ∑ d ∈ univ.erase (0 : G), ‖t d‖ ^ 2 :=
    Finset.sum_congr rfl fun d hd => by rw [if_neg (Finset.ne_of_mem_erase hd)]
  rw [← e]
  symm
  apply Finset.sum_erase
  simp

/-- A band is flat exactly when all hoppings between different sites vanish. -/
theorem flat_iff_no_hopping (t : G → ℂ) :
    (∃ c, ∀ χ, band t χ = c) ↔ ∀ d, d ≠ 0 → t d = 0 := by
  constructor
  · rintro ⟨c, hc⟩ d hd
    have hN : (Fintype.card (AddChar G ℂ) : ℂ) ≠ 0 :=
      Nat.cast_ne_zero.mpr Fintype.card_ne_zero
    -- the constant value is the mean, hence the on-site energy
    have h := band_mean t
    simp only [bzMean, hc] at h
    rw [Finset.sum_const, Finset.card_univ, nsmul_eq_mul, mul_div_cancel_left₀ _ hN] at h
    have hv : bandVariance t = 0 := by simp [bandVariance, hc, h]
    -- a vanishing sum of squares has vanishing terms
    rw [band_variance, Finset.sum_eq_zero_iff_of_nonneg (fun _ _ => by positivity)] at hv
    have hz := hv d (Finset.mem_erase.mpr ⟨hd, Finset.mem_univ d⟩)
    exact norm_eq_zero.mp (pow_eq_zero_iff (two_ne_zero) |>.mp hz)
  · intro h
    refine ⟨t 0, fun χ => ?_⟩
    rw [band, Finset.sum_eq_single 0]
    · simp
    · intro d _ hd
      simp [h d hd]
    · simp

/-- If the band stays within `W` of the on-site energy, the squared moduli of the
hoppings between different sites add up to at most `W ^ 2`. -/
theorem hopping_le_of_band_within (t : G → ℂ) (W : ℝ)
    (hW : ∀ χ, ‖band t χ - t 0‖ ≤ W) :
    ∑ d ∈ univ.erase 0, ‖t d‖ ^ 2 ≤ W ^ 2 := by
  have hN : (0 : ℝ) < Fintype.card (AddChar G ℂ) := Nat.cast_pos.mpr Fintype.card_pos
  rw [← band_variance, bandVariance, div_le_iff₀ hN]
  calc ∑ χ : AddChar G ℂ, ‖band t χ - t 0‖ ^ 2
      ≤ ∑ _χ : AddChar G ℂ, W ^ 2 :=
        Finset.sum_le_sum fun χ _ => pow_le_pow_left₀ (norm_nonneg _) (hW χ) 2
    _ = W ^ 2 * Fintype.card (AddChar G ℂ) := by
        rw [Finset.sum_const, Finset.card_univ, nsmul_eq_mul, mul_comm]

/-- The `n`-th moment of the band is the sum, over all `n`-step paths that return to
their starting site, of the product of the amplitudes along the path. -/
theorem band_moment (t : G → ℂ) (n : ℕ) :
    bzMean (fun χ => band t χ ^ n)
      = ∑ p : Fin n → G, if ∑ i, p i = 0 then ∏ i, t (p i) else 0 := by
  have h : ∀ χ : AddChar G ℂ, band t χ ^ n
      = ∑ p : Fin n → G, (∏ i, t (p i)) * χ (∑ i, p i) := by
    intro χ
    rw [band, Fintype.sum_pow]
    refine Finset.sum_congr rfl fun p _ => ?_
    -- the Bloch phase of a path is the product of the phases of its steps
    have hp : ∀ s : Finset (Fin n), χ (∑ i ∈ s, p i) = ∏ i ∈ s, χ (p i) := by
      intro s
      induction s using Finset.induction_on with
      | empty => simp
      | insert a s ha ih =>
        rw [Finset.sum_insert ha, Finset.prod_insert ha, AddChar.map_add_eq_mul, ih]
    rw [Finset.prod_mul_distrib, hp]
  simp only [h]
  -- the average over momenta keeps the closed paths
  refine (mean_sum (fun p : Fin n → G => ∏ i, t (p i)) (fun p χ => χ (∑ i, p i))).trans ?_
  refine Finset.sum_congr rfl fun p _ => ?_
  rw [mean_phase, mul_ite, mul_one, mul_zero]

end

end OneBandSumRules
```

```lean
#print axioms OneBandSumRules.flat_iff_no_hopping
#print axioms OneBandSumRules.hopping_le_of_band_within
#print axioms OneBandSumRules.band_moment
```

```
'OneBandSumRules.flat_iff_no_hopping' depends on axioms: [propext, Classical.choice, Quot.sound]
'OneBandSumRules.hopping_le_of_band_within' depends on axioms: [propext, Classical.choice, Quot.sound]
'OneBandSumRules.band_moment' depends on axioms: [propext, Classical.choice, Quot.sound]
```

## How the proof follows the derivation

`mean_phase` takes orthogonality and the character count from Mathlib, and `mean_sum` exchanges the average with a finite sum. `hopping_from_band` combines them: it rewrites the conjugate phase as $\chi(-d)$, and only $e=d$ survives.

`mean_norm_sq` expands the conjugate band and applies this inversion term by term. The identity is proved in $\mathbb C$ and then carried to $\mathbb R$ by `exact_mod_cast`. `band_without_onsite` supplies the shift by $t(0)$, from which `band_variance` follows.

In `flat_iff_no_hopping`, the forward direction identifies the constant through `band_mean` and then uses the fact that a zero sum of non-negative terms has only zero terms. `hopping_le_of_band_within` bounds the average term by term. `band_moment` expands the power with `Fintype.sum_pow`, and an induction over the steps turns the product of phases into the phase of the total displacement.

## A continuous zone, and the same step in code

With the infinite lattice $\mathbb Z^D$, the average would become an integral over a torus. The amplitudes would then need a decay condition, such as absolute summability, and the variance rule would become Parseval's identity for Fourier series.

In a calculation for a single non-interacting band on a uniform $k$-mesh that includes $k=0$, `hopping_from_band` is the discrete Fourier transform that turns band energies into the real-space hoppings of the matching finite periodic lattice. If the energies are sampled from an infinite lattice, each output is the sum of all hoppings whose displacements agree modulo the periods of the finite one. For a ring with the phases above, NumPy's `fft(E)/N` returns the $t(d)$. The variance rule then gives a quick test of the normalisation: the variance of the sampled energies must equal the summed squared moduli of the nonzero-displacement output.
